# For a ground state, the first-order response minimises the Hylleraas functional

## An atom in a weak field, with an imperfect response

Put an atom with a nondegenerate ground state $\psi$ into a weak static field. The Hamiltonian changes from $H$ to $H+tV$, with $t$ the field strength, and the state changes to first order by $tu$. The correction $u$ solves a linear equation, which in practice is solved only approximately, in a finite basis or by an iteration that stops early. How much does the error in $u$ damage the second-order energy, and does it push that energy up or down?

The Hylleraas functional answers both questions. Evaluated at an approximate response orthogonal to $\psi$, it has an error quadratic in the error of the response, and for a ground state that error is never negative.

## The functional and its origin

Let $H$ and $V$ be symmetric operators, $E$ a real number and $\psi$ a unit vector with $H\psi=E\psi$. Inner products are conjugate-linear in the first entry. Write $Qx=x-\langle\psi,x\rangle\psi$ for the projection away from $\psi$, and $E_1=\langle\psi,V\psi\rangle$ for the first-order energy. For $v\perp\psi$ define

$$J(v)=\langle v,(H-E)v\rangle+2\,\mathrm{Re}\langle v,V\psi\rangle .$$

This is the second-order part of an energy expectation. Take the trial state $\psi+tv$ with $t$ real. Since $(H-E)\psi=0$ and $H$ is symmetric, $H-E$ contributes only $t^2\langle v,(H-E)v\rangle$. The remaining operator $t(V-E_1)$ contributes

$$t\langle\psi,(V-E_1)\psi\rangle+2t^2\,\mathrm{Re}\langle v,(V-E_1)\psi\rangle+t^3\langle v,(V-E_1)v\rangle .$$

The first term is zero, and $v\perp\psi$ removes $E_1$ from the second. The sum is $t^2J(v)+t^3\langle v,(V-E_1)v\rangle$. The trial state has squared norm $1+t^2\|v\|^2$, so its normalised energy is

$$E+tE_1+\frac{t^2J(v)+t^3\langle v,(V-E_1)v\rangle}{1+t^2\|v\|^2}.$$

## The error is quadratic

Suppose $u\perp\psi$ solves the response equation $(H-E)u=-QV\psi$. For any $w$, symmetry of $H$ makes the two cross terms complex conjugates of each other, so

$$J(u+w)=J(u)+\langle w,(H-E)w\rangle+2\,\mathrm{Re}\langle w,(H-E)u+V\psi\rangle .$$

By the response equation, $(H-E)u+V\psi=V\psi-QV\psi=E_1\psi$. With $w=v-u$, which is orthogonal to $\psi$, the linear term vanishes:

$$J(v)-J(u)=\langle v-u,(H-E)(v-u)\rangle .$$

If $H-E$ is positive semidefinite, as it is when $E$ is the ground-state energy, the right side is nonnegative.

For the value at $u$, the response equation and $u\perp\psi$ give $\langle u,(H-E)u\rangle=-\langle u,V\psi\rangle$. Hence $J(u)=\mathrm{Re}\langle u,V\psi\rangle=\mathrm{Re}\langle\psi,Vu\rangle$, the familiar expression for the second-order energy of a nondegenerate level.

## Every minimiser solves the response equation

Now suppose only that $u\perp\psi$ minimises $J$ among vectors orthogonal to $\psi$. Let $r=(H-E)u+QV\psi$ be the residual. It is orthogonal to $\psi$, because $\langle\psi,(H-E)u\rangle=\langle(H-E)\psi,u\rangle=0$ and $Q$ removes the $\psi$ component. So $u+tr$ is an allowed trial vector for every real $t$, and

$$0\le J(u+tr)-J(u)=t^2\langle r,(H-E)r\rangle+2t\|r\|^2 .$$

A real quadratic that is never negative has discriminant at most zero. Here the discriminant is $4\|r\|^4$, so $r=0$.

This also settles equality when $H-E$ is positive semidefinite. If a trial vector $v\perp\psi$ has $J(v)=J(u)$ for a solution $u\perp\psi$, then $v$ is a minimiser too and solves the same equation; subtraction gives $(H-E)(v-u)=0$. Conversely, that condition makes the difference identity zero. For a nondegenerate level it forces $v=u$.

## Two levels

Take levels $0$ and $\Delta>0$ with coupling $g$, so $\psi=(1,0)$ and $E=0$. The response is $u=(0,-g/\Delta)$ and $J(u)=-g^2/\Delta$. The trial vector $(0,-g/\Delta+\delta)$ gives $-g^2/\Delta+\Delta|\delta|^2$, which shows the quadratic error directly.

## The functional in a finite basis

Choose basis vectors $\chi_i\perp\psi$ and write $v=\sum_i c_i\chi_i$. With $A_{ij}=\langle\chi_i,(H-E)\chi_j\rangle$ and $b_i=\langle\chi_i,V\psi\rangle$, minimising $J$ means solving $Ac=-b$. If the solver stops with residual $\rho=Ac+b$, then

$$J=\mathrm{Re}\,b^\dagger c+\mathrm{Re}\,c^\dagger\rho .$$

The short formula $\mathrm{Re}\,b^\dagger c$ generally has an error linear in the error of $c$; adding the residual term makes it quadratic. For a static polarisability, with $V$ minus the dipole component along the field, $-2J(v)$ is a lower bound on the polarisability of the model, provided that $\psi$ is the exact ground state of the model Hamiltonian.

## What the Lean statements say

The space `F` is a complex inner product space of any dimension, not necessarily complete. `shifted H E` is $H-E$, `offState ψ x` is $Qx$, and `hylleraas H V E ψ v` is $J(v)$, with an explicit real part so that its value is a real number. `IsSymmetric` expresses $\langle Hx,y\rangle=\langle x,Hy\rangle$, and `hpos` is positive semidefiniteness of $H-E$, the condition that no state lies below $E$.

- `hylleraas_sub_eq` is the difference identity. It uses neither `hpos` nor the eigenvalue equation, so it also serves excited states, where the difference may be negative.
- `hylleraas_value` gives $J(u)$ and requires $V$ to be symmetric.
- `hylleraas_minimum_iff` says that, for a ground state $\psi$ and $u\perp\psi$, solving the response equation and minimising $J$ over the vectors orthogonal to $\psi$ are equivalent.
- `hylleraas_eq_iff` is the equality case.
- `trial_energy_expansion` is the expansion in $t$, for the unnormalised trial state.
- `twoLevel_witness` verifies the hypotheses and the value $-g^2/\Delta$ for the two-level system.

The existence of a solution $u$ is assumed, and identifying $J(u)$ with the second-order coefficient of the perturbed eigenvalue is left to perturbation theory for a nondegenerate level. Both operators are defined on all of `F` and map into it. An unbounded Hamiltonian therefore fits only on a subspace of its domain that $H$ and $V$ both preserve, and $\psi$ and $u$ must lie in that subspace. The exact hydrogen atom in a uniform field, with $V$ proportional to $z$, does not meet this condition: applying $H$ twice to $z\psi$ gives a function that is not square-integrable. The theorems cover such an atom through a finite-basis model, in which $H$ and $V$ are matrices.

## The Lean file

```lean
import Mathlib

open scoped InnerProductSpace

namespace HylleraasFunctional

noncomputable section

variable {F : Type*} [NormedAddCommGroup F] [InnerProductSpace ℂ F]

/-- The Hamiltonian measured from the energy `E`, that is `H - E`. -/
def shifted (H : F →ₗ[ℂ] F) (E : ℝ) : F →ₗ[ℂ] F := H - (E : ℂ) • LinearMap.id

/-- The map `Q = 1 - |ψ⟩⟨ψ|`, applied to `x`. -/
def offState (ψ x : F) : F := x - ⟪ψ, x⟫_ℂ • ψ

/-- The Hylleraas functional `J(v) = ⟨v, (H - E) v⟩ + 2 Re ⟨v, V ψ⟩`. -/
def hylleraas (H V : F →ₗ[ℂ] F) (E : ℝ) (ψ v : F) : ℝ :=
  (⟪v, shifted H E v⟫_ℂ).re + 2 * (⟪v, V ψ⟫_ℂ).re

/-- The real part of an overlap does not depend on the order of the two states. -/
theorem re_inner_comm (x y : F) : (⟪x, y⟫_ℂ).re = (⟪y, x⟫_ℂ).re := by
  rw [← inner_conj_symm x y, Complex.conj_re]

/-- For symmetric `H` and real `E`, the operator `H - E` is symmetric. -/
theorem shifted_symmetric {H : F →ₗ[ℂ] F} (hH : H.IsSymmetric) (E : ℝ) (x y : F) :
    ⟪shifted H E x, y⟫_ℂ = ⟪x, shifted H E y⟫_ℂ := by
  simp only [shifted, LinearMap.sub_apply, LinearMap.smul_apply, LinearMap.id_apply,
    inner_sub_left, inner_sub_right, inner_smul_left, inner_smul_right,
    Complex.conj_ofReal, hH x y]

/-- Exact expansion of the Hylleraas functional about `u`, for symmetric `H`:
a linear term with the vector `(H - E) u + V ψ`, and a quadratic term. -/
theorem hylleraas_add {H : F →ₗ[ℂ] F} (hH : H.IsSymmetric) (V : F →ₗ[ℂ] F) (E : ℝ)
    (ψ u w : F) :
    hylleraas H V E ψ (u + w) = hylleraas H V E ψ u + (⟪w, shifted H E w⟫_ℂ).re
      + 2 * (⟪w, shifted H E u + V ψ⟫_ℂ).re := by
  have h : (⟪u, shifted H E w⟫_ℂ).re = (⟪w, shifted H E u⟫_ℂ).re := by
    rw [← shifted_symmetric hH, re_inner_comm]
  simp only [hylleraas, map_add, inner_add_left, inner_add_right, Complex.add_re, h]
  ring

/-- Let `H` be symmetric and let `u ⟂ ψ` solve `(H - E) u = -Q V ψ`. For a trial `v ⟂ ψ`, the
error of the functional is quadratic: `J(v) - J(u) = ⟨v - u, (H - E)(v - u)⟩`. -/
theorem hylleraas_sub_eq {H V : F →ₗ[ℂ] F} (hH : H.IsSymmetric) {E : ℝ} {ψ u v : F}
    (hu0 : ⟪ψ, u⟫_ℂ = 0) (hu : shifted H E u = -offState ψ (V ψ)) (hv0 : ⟪ψ, v⟫_ℂ = 0) :
    hylleraas H V E ψ v - hylleraas H V E ψ u
      = (⟪v - u, shifted H E (v - u)⟫_ℂ).re := by
  have h := hylleraas_add hH V E ψ u (v - u)
  -- the linear term is an overlap with a multiple of ψ
  have hlin : shifted H E u + V ψ = ⟪ψ, V ψ⟫_ℂ • ψ := by
    rw [hu, offState]; abel
  have hperp : ⟪v - u, ψ⟫_ℂ = 0 := by
    rw [inner_sub_left, inner_eq_zero_symm.mp hv0, inner_eq_zero_symm.mp hu0, sub_zero]
  rw [add_sub_cancel, hlin, inner_smul_right, hperp, mul_zero, Complex.zero_re] at h
  linarith

/-- For symmetric `V` and `u ⟂ ψ` solving `(H - E) u = -Q V ψ`, the functional takes the value
`J(u) = Re ⟨ψ, V u⟩`. -/
theorem hylleraas_value {H V : F →ₗ[ℂ] F} (hV : V.IsSymmetric) {E : ℝ} {ψ u : F}
    (hu0 : ⟪ψ, u⟫_ℂ = 0) (hu : shifted H E u = -offState ψ (V ψ)) :
    hylleraas H V E ψ u = (⟪ψ, V u⟫_ℂ).re := by
  have h : (⟪ψ, V u⟫_ℂ).re = (⟪u, V ψ⟫_ℂ).re := by
    rw [← hV ψ u, re_inner_comm]
  rw [hylleraas, hu, h, offState, inner_neg_right, inner_sub_right, inner_smul_right,
    inner_eq_zero_symm.mp hu0, mul_zero, sub_zero, Complex.neg_re]
  ring

/-- Hylleraas variational principle. Let `H` be symmetric with `H - E` positive semidefinite and
`ψ` a unit vector with `H ψ = E ψ`. A vector `u ⟂ ψ` solves `(H - E) u = -Q V ψ` exactly when it
minimises `J` among all vectors orthogonal to `ψ`. -/
theorem hylleraas_minimum_iff {H : F →ₗ[ℂ] F} (V : F →ₗ[ℂ] F) (hH : H.IsSymmetric) {E : ℝ}
    (hpos : ∀ x, 0 ≤ (⟪x, shifted H E x⟫_ℂ).re) {ψ u : F} (hn : ‖ψ‖ = 1)
    (hψ : H ψ = (E : ℂ) • ψ) (hu0 : ⟪ψ, u⟫_ℂ = 0) :
    shifted H E u = -offState ψ (V ψ) ↔
      ∀ v, ⟪ψ, v⟫_ℂ = 0 → hylleraas H V E ψ u ≤ hylleraas H V E ψ v := by
  constructor
  · intro hu v hv0
    linarith [hylleraas_sub_eq hH hu0 hu hv0, hpos (v - u)]
  · intro hmin
    -- r is the residual of the response equation
    obtain ⟨r, hr⟩ : ∃ r, r = shifted H E u + offState ψ (V ψ) := ⟨_, rfl⟩
    have hAψ : shifted H E ψ = 0 := by simp [shifted, hψ]
    have hψψ : ⟪ψ, ψ⟫_ℂ = 1 := by
      rw [inner_self_eq_norm_sq_to_K, hn]; simp
    have hr0 : ⟪ψ, r⟫_ℂ = 0 := by
      rw [hr, inner_add_right, ← shifted_symmetric hH E ψ u, hAψ, inner_zero_left,
        offState, inner_sub_right, inner_smul_right, hψψ, mul_one, sub_self, add_zero]
    have hrr : ⟪r, shifted H E u + V ψ⟫_ℂ = ⟪r, r⟫_ℂ := by
      have h : shifted H E u + V ψ = r + ⟪ψ, V ψ⟫_ℂ • ψ := by
        rw [hr, offState]; abel
      rw [h, inner_add_right, inner_smul_right, inner_eq_zero_symm.mp hr0, mul_zero, add_zero]
    -- moving from u to u + t r cannot lower J
    have hquad : ∀ t : ℝ, 0 ≤ (⟪r, shifted H E r⟫_ℂ).re * (t * t)
        + (2 * (⟪r, r⟫_ℂ).re) * t + 0 := by
      intro t
      have h1 := hmin (u + (t : ℂ) • r) (by
        rw [inner_add_right, inner_smul_right, hu0, hr0, mul_zero, add_zero])
      rw [hylleraas_add hH] at h1
      simp only [map_smul, inner_smul_left, inner_smul_right, Complex.conj_ofReal,
        Complex.re_ofReal_mul, hrr] at h1
      linarith
    have hd := discrim_le_zero hquad
    have hnorm : (⟪r, r⟫_ℂ).re = ‖r‖ ^ 2 := inner_self_eq_norm_sq (𝕜 := ℂ) r
    rw [discrim, hnorm] at hd
    have h4 : (‖r‖ ^ 2) ^ 2 = 0 := le_antisymm (by linarith) (sq_nonneg _)
    have hrz : r = 0 := norm_eq_zero.mp (pow_eq_zero_iff two_ne_zero |>.mp
      (pow_eq_zero_iff two_ne_zero |>.mp h4))
    exact eq_neg_of_add_eq_zero_left (hr.symm.trans hrz)

/-- Equality case. Let `H` be symmetric with `H - E` positive semidefinite, `ψ` a unit vector with
`H ψ = E ψ`, and `u ⟂ ψ` a solution of `(H - E) u = -Q V ψ`. A trial `v ⟂ ψ` has `J(v) = J(u)`
exactly when `(H - E)(v - u) = 0`. -/
theorem hylleraas_eq_iff {H V : F →ₗ[ℂ] F} (hH : H.IsSymmetric) {E : ℝ}
    (hpos : ∀ x, 0 ≤ (⟪x, shifted H E x⟫_ℂ).re) {ψ u v : F} (hn : ‖ψ‖ = 1)
    (hψ : H ψ = (E : ℂ) • ψ) (hu0 : ⟪ψ, u⟫_ℂ = 0)
    (hu : shifted H E u = -offState ψ (V ψ)) (hv0 : ⟪ψ, v⟫_ℂ = 0) :
    hylleraas H V E ψ v = hylleraas H V E ψ u ↔ shifted H E (v - u) = 0 := by
  constructor
  · intro h
    -- v is a minimiser too, so it solves the same equation
    have hv := (hylleraas_minimum_iff V hH hpos hn hψ hv0).mpr fun w hw =>
      h.trans_le ((hylleraas_minimum_iff V hH hpos hn hψ hu0).mp hu w hw)
    rw [map_sub, hv, hu, sub_self]
  · intro h
    have hs := hylleraas_sub_eq hH hu0 hu hv0
    rw [h, inner_zero_right, Complex.zero_re] at hs
    linarith

/-- Let `H`, `V` be symmetric, `ψ` a unit vector with `H ψ = E ψ`, `v ⟂ ψ` and `E₁ = ⟨ψ, V ψ⟩`.
For the trial state `ψ + t v`, the expectation of `H + t V - E - t E₁` is `t² J(v)` plus the
cubic term `t³ ⟨v, (V - E₁) v⟩`. -/
theorem trial_energy_expansion {H V : F →ₗ[ℂ] F} (hH : H.IsSymmetric) (hV : V.IsSymmetric)
    {E : ℝ} {ψ v : F} (hn : ‖ψ‖ = 1) (hψ : H ψ = (E : ℂ) • ψ) (hv0 : ⟪ψ, v⟫_ℂ = 0) (t : ℝ) :
    (⟪ψ + (t : ℂ) • v, shifted (H + (t : ℂ) • V) (E + t * (⟪ψ, V ψ⟫_ℂ).re)
        (ψ + (t : ℂ) • v)⟫_ℂ).re
      = t ^ 2 * hylleraas H V E ψ v
        + t ^ 3 * (⟪v, shifted V (⟪ψ, V ψ⟫_ℂ).re v⟫_ℂ).re := by
  have hv1 : ⟪v, ψ⟫_ℂ = 0 := inner_eq_zero_symm.mp hv0
  have h5 : (⟪ψ, ψ⟫_ℂ).re = 1 := by
    have h : (⟪ψ, ψ⟫_ℂ).re = ‖ψ‖ ^ 2 := inner_self_eq_norm_sq (𝕜 := ℂ) ψ
    rw [h, hn, one_pow]
  have h3 : ⟪ψ, H v⟫_ℂ = 0 := by
    rw [← hH ψ v, hψ, inner_smul_left, hv0, mul_zero]
  have h4 : (⟪ψ, V v⟫_ℂ).re = (⟪v, V ψ⟫_ℂ).re := by
    rw [← hV ψ v, re_inner_comm]
  simp only [hylleraas, shifted, LinearMap.sub_apply, LinearMap.add_apply,
    LinearMap.smul_apply, LinearMap.id_apply, map_add, map_smul, hψ,
    inner_add_left, inner_add_right, inner_sub_right, inner_smul_left, inner_smul_right,
    Complex.conj_ofReal, Complex.add_re, Complex.sub_re, Complex.re_ofReal_mul,
    hv0, hv1, h3, h4, h5, Complex.zero_re]
  ring

/-- The two-level operator with matrix rows `(0, g)` and `(g, d)`. -/
def twoLevel (d g : ℝ) : EuclideanSpace ℂ (Fin 2) →ₗ[ℂ] EuclideanSpace ℂ (Fin 2) where
  toFun x := !₂[(g : ℂ) * x 1, (g : ℂ) * x 0 + (d : ℂ) * x 1]
  map_add' x y := by ext i; fin_cases i <;> simp <;> ring
  map_smul' c x := by ext i; fin_cases i <;> simp <;> ring

/-- Two levels with gap `Δ > 0` and coupling `g`: the lower level `ψ = (1, 0)` and the response
`u = (0, -g/Δ)` meet all the hypotheses above with `E = 0`, and `J(u) = -g²/Δ`. -/
theorem twoLevel_witness (Δ g : ℝ) (hΔ : 0 < Δ) :
    let H := twoLevel Δ 0
    let V := twoLevel 0 g
    let ψ : EuclideanSpace ℂ (Fin 2) := !₂[1, 0]
    let u : EuclideanSpace ℂ (Fin 2) := !₂[0, ((-(g / Δ) : ℝ) : ℂ)]
    H.IsSymmetric ∧ V.IsSymmetric ∧ (∀ x, 0 ≤ (⟪x, shifted H 0 x⟫_ℂ).re) ∧ ‖ψ‖ = 1 ∧
      H ψ = ((0 : ℝ) : ℂ) • ψ ∧ ⟪ψ, u⟫_ℂ = 0 ∧ shifted H 0 u = -offState ψ (V ψ) ∧
      hylleraas H V 0 ψ u = -(g ^ 2 / Δ) := by
  intro H V ψ u
  have hsym : ∀ d k : ℝ, (twoLevel d k).IsSymmetric := by
    intro d k x y
    simp [twoLevel, PiLp.inner_apply, Fin.sum_univ_two]
    ring
  have hψu : ⟪ψ, u⟫_ℂ = 0 := by
    simp [ψ, u, PiLp.inner_apply, Fin.sum_univ_two]
  have hΔ' : (Δ : ℂ) ≠ 0 := Complex.ofReal_ne_zero.mpr hΔ.ne'
  have hres : shifted H 0 u = -offState ψ (V ψ) := by
    ext i
    fin_cases i <;>
      simp [H, V, ψ, u, shifted, offState, twoLevel, PiLp.inner_apply, Fin.sum_univ_two]
    field_simp
  refine ⟨hsym _ _, hsym _ _, ?_, ?_, ?_, hψu, hres, ?_⟩
  · intro x
    have h := mul_nonneg hΔ.le
      (add_nonneg (mul_self_nonneg (x 1).re) (mul_self_nonneg (x 1).im))
    simp [H, shifted, twoLevel, PiLp.inner_apply, Fin.sum_univ_two]
    nlinarith [h]
  · simp [ψ, EuclideanSpace.norm_eq, Fin.sum_univ_two]
  · ext i
    fin_cases i <;> simp [H, ψ, twoLevel]
  · rw [hylleraas_value (hsym _ _) hψu hres]
    have h : ⟪ψ, V u⟫_ℂ = ((g * -(g / Δ) : ℝ) : ℂ) := by
      simp [V, ψ, u, twoLevel, PiLp.inner_apply, Fin.sum_univ_two]
    rw [h, Complex.ofReal_re]
    ring

end

end HylleraasFunctional
```

```lean
#print axioms HylleraasFunctional.hylleraas_minimum_iff
-- 'HylleraasFunctional.hylleraas_minimum_iff' depends on axioms: [propext, Classical.choice, Quot.sound]
#print axioms HylleraasFunctional.hylleraas_eq_iff
-- 'HylleraasFunctional.hylleraas_eq_iff' depends on axioms: [propext, Classical.choice, Quot.sound]
#print axioms HylleraasFunctional.trial_energy_expansion
-- 'HylleraasFunctional.trial_energy_expansion' depends on axioms: [propext, Classical.choice, Quot.sound]
```

## From the expansion to the minimum principle

`hylleraas_add` is the expansion of $J(u+w)$. Its one physical input is the equality `h` of the two cross terms, obtained from `shifted_symmetric` and `re_inner_comm`; `ring` then collects the terms.

`hylleraas_sub_eq` applies this with $w=v-u$. The step `hlin` shows that the vector in the linear term is $E_1\psi$, and `hperp` shows that $v-u$ has no overlap with it. `hylleraas_value` substitutes the response equation into $J(u)$ and uses the symmetry of $V$ to turn $\langle u,V\psi\rangle$ into $\langle\psi,Vu\rangle$ under the real part.

In `hylleraas_minimum_iff`, the forward direction combines the difference identity with `hpos`. The reverse direction follows the residual argument: `hr0` proves $r\perp\psi$, so the step along $r$ is allowed. The expansion contains $V\psi$ while $r$ contains $QV\psi$, and `hrr` shows that this makes no difference to the overlap with $r$. The inequality in $t$ is `hquad`, and `discrim_le_zero` converts it into the bound on the discriminant, from which $\|r\|=0$ follows.

`hylleraas_eq_iff` uses that equivalence twice, first to see that $u$ is a minimiser and then to obtain the response equation for $v$. The converse comes from `hylleraas_sub_eq`.

`trial_energy_expansion` first establishes the overlaps that simplify the expectation, among them $\langle\psi,Hv\rangle=0$ in `h3`, and then expands everything and compares powers of $t$. In `twoLevel_witness`, positivity reduces to $\Delta|x_1|^2\ge0$, where $x_1$ is the upper-level component, and the energy is read off through `hylleraas_value`.
